# For polynomials in position and momentum, differentiation undoes integration in the same variable

An observable here is a polynomial in one position q and one momentum p, with coefficients in a field of characteristic zero, such as the real or complex numbers. The lemma `pderiv_antideriv` says that if such a polynomial is integrated term by term in q or in p, and the result is differentiated in the same variable, the original polynomial comes back. The proof is by induction, first for a single monomial and then for sums. For a monomial, integration raises the exponent n of the chosen variable to n + 1 and divides the coefficient by n + 1, which is never zero in characteristic zero, and differentiation reverses both steps.

As first written in Lean, the proof fails:

```lean
import Mathlib

open MvPolynomial

namespace PolynomialHamiltonianFields

noncomputable section

variable {K : Type*} [Field K]

/-- Polynomial observables on the phase plane; `X 0` is the position q and `X 1` the momentum p. -/
abbrev Observable (K : Type*) [Field K] := MvPolynomial (Fin 2) K

/-- Term-by-term integration of a polynomial in the variable `i`. -/
def antideriv (i : Fin 2) : Observable K →ₗ[K] Observable K :=
  (basisMonomials (Fin 2) K).constr K
    fun s => monomial (s + Finsupp.single i 1) (((s i : K) + 1)⁻¹)

/-- Integrating a monomial raises its exponent by one and divides by the new exponent. -/
theorem antideriv_monomial (i : Fin 2) (s : Fin 2 →₀ ℕ) (a : K) :
    antideriv i (monomial s a) =
      monomial (s + Finsupp.single i 1) (a * ((s i : K) + 1)⁻¹) := by
  have h : monomial s a = a • basisMonomials (Fin 2) K s := by
    simp [coe_basisMonomials, smul_monomial]
  rw [h, map_smul, antideriv, Module.Basis.constr_basis, smul_monomial, smul_eq_mul]

/-- Differentiating the integral in the same variable returns the polynomial. -/
theorem pderiv_antideriv [CharZero K] (i : Fin 2) (f : Observable K) :
    pderiv i (antideriv i f) = f := by
  refine MvPolynomial.induction_on' f (fun s a => ?_) (fun f g hf hg => ?_)
  · have h0 : (s i : K) + 1 ≠ 0 := Nat.cast_add_one_ne_zero _
    have e : a * ((s i : K) + 1)⁻¹ * (((s + Finsupp.single i 1) i : ℕ) : K) = a := by
      rw [Finsupp.add_apply, Finsupp.single_eq_same]
      push_cast
      field_simp
    rw [antideriv_monomial, pderiv_monomial, e, add_tsub_cancel_right]
  · rw [map_add, map_add, hf, hg]

end

end PolynomialHamiltonianFields
```

Messages:

```
Main.lean:32:39: error: Function expected at
  s + fun₀ | i => 1
but this term has type
  ?m.72

Note: Expected a function because this term is being applied to the argument
  i
```

Cause. The error is in the statement of the auxiliary equation `e`, before any of its proof is run. There the exponent `s + Finsupp.single i 1` is applied to `i`, to read off the new power of the chosen variable. A finitely supported function can be applied in this way, but only through a coercion, which Lean finds from the type of the expression. When Lean reached the application, the type of the sum was still undetermined, shown in the message as `?m.72`, so Lean had no coercion to use and reported that it expected a function.

The repair writes the type out, as `(s + Finsupp.single i 1 : Fin 2 →₀ ℕ)`. Lean then knows that the sum is a finitely supported function and can apply it to `i`. The mathematical content of `e` is unchanged, and its proof works as it stood. The new line break is mere tidying.

The mended proof, as a diff:

```diff
@@ -30,5 +30,6 @@
   refine MvPolynomial.induction_on' f (fun s a => ?_) (fun f g hf hg => ?_)
   · have h0 : (s i : K) + 1 ≠ 0 := Nat.cast_add_one_ne_zero _
-    have e : a * ((s i : K) + 1)⁻¹ * (((s + Finsupp.single i 1) i : ℕ) : K) = a := by
+    have e : a * ((s i : K) + 1)⁻¹ *
+        (((s + Finsupp.single i 1 : Fin 2 →₀ ℕ) i : ℕ) : K) = a := by
       rw [Finsupp.add_apply, Finsupp.single_eq_same]
       push_cast
```
